# The Pauli conjugation average of a two-component operator is half its spin trace times the spin identity

## Two-component operators and Pauli matrices

Let A be an associative algebra over ℂ with unit, not necessarily commutative. Its elements stand for spatial operators such as potentials, momenta and orbital angular momenta. Complex multiples of the unit commute with every element of A. A two-component operator is a 2 by 2 matrix M with entries in A. Rows and columns carry the spin indices 0 (up) and 1 (down), and rows are separated by a semicolon:

M = (α β; γ δ), α = M₀₀, β = M₀₁, γ = M₁₀, δ = M₁₁.

The identity and the Pauli matrices are

s₀ = (1 0; 0 1), s₁ = (0 1; 1 0), s₂ = (0 −i; i 0), s₃ = (1 0; 0 −1).

For v in A, the spin-free operator v·𝟙 is (v 0; 0 v). The spin trace tr M = M₀₀ + M₁₁ is an element of A. The spin average, with a running over 0, 1, 2, 3, is

⟨M⟩ = (1/4) Σₐ sₐ M sₐ.

## The average and its fixed points

The claim is that ⟨M⟩ = ((M₀₀ + M₁₁)/2)·𝟙 for every M, and that ⟨M⟩ = M if and only if M commutes with every sₐ.

The Pauli entries are complex numbers, so they move freely past α, β, γ, δ. Multiplying out, with i·i = −1 and (−i)(−i) = −1 in the off-diagonal entries of the third line,

s₀ M s₀ = (α β; γ δ)

s₁ M s₁ = (δ γ; β α)

s₂ M s₂ = (δ −γ; −β α)

s₃ M s₃ = (α −β; −γ δ).

The upper right entries add to β + γ − γ − β = 0, the lower left ones to γ + β − β − γ = 0, and each diagonal entry to 2α + 2δ. Division by 4 gives the formula.

If ⟨M⟩ = M, then M = v·𝟙 with v = (α + δ)/2. The products (v·𝟙)sₐ and sₐ(v·𝟙) have entries v z and z v with z complex, so they agree. Conversely, the case M = s₀ of the four products shows sₐsₐ = s₀, so if M commutes with each sₐ,

sₐ M sₐ = M sₐ sₐ = M,

and the four equal terms average to M. Two commutators are enough: s₁s₃ = (0 −1; 1 0), so s₂ = i s₁s₃, and an M that commutes with s₁ and s₃ commutes with s₂.

## Pauli components and change of spin basis

Put cₐ = tr(sₐM)/2, that is

c₀ = (α + δ)/2, c₁ = (β + γ)/2, c₂ = i(β − γ)/2, c₃ = (α − δ)/2.

Then

Σₐ sₐ (cₐ·𝟙) = (c₀ + c₃, c₁ − i c₂; c₁ + i c₂, c₀ − c₃) = (α β; γ δ) = M.

For arbitrary w₀, …, w₃ in A the sum Σₐ sₐ (wₐ·𝟙) has diagonal entries w₀ + w₃ and w₀ − w₃, so its average is w₀·𝟙.

For complex 2 by 2 matrices U and V with V U = 1, the entries of U and V again commute with those of M, and with spin indices j, k, l,

tr(U M V) = Σⱼₖₗ Uₗⱼ Mⱼₖ Vₖₗ = Σⱼₖ (V U)ₖⱼ Mⱼₖ = tr M.

Hence ⟨U M V⟩ = ⟨M⟩.

For a one-electron, two-component pseudopotential of the form w₀ + ξ L·S, with a radial function ξ, orbital angular momentum components Lₖ and spin components Sₖ = sₖ/2 (k = 1, 2, 3), both in units of ħ, the spin-orbit term has wₖ = ξLₖ/2 for k = 1, 2, 3, and the average keeps only the scalar part w₀.

## The objects in Lean

The algebra A enters as a type with `Ring A` and `Algebra ℂ A`. The first gives a unit and no commutativity; the second makes complex scalars central, the property used in every product above.

```lean
import Mathlib

open Matrix

namespace PauliSpinAveraging

noncomputable section

variable {A : Type*} [Ring A] [Algebra ℂ A]
```

`pauli A a` is sₐ, indexed by `Fin 4`. The imaginary unit inside A is `Complex.I • (1 : A)`, and the signs in s₂ are those fixed above.

```lean
/-- The matrices `s₀ = 1, s₁, s₂, s₃` (identity and Pauli matrices), with entries in the
complex algebra `A` of spatial operators. -/
def pauli (A : Type*) [Ring A] [Algebra ℂ A] : Fin 4 → Matrix (Fin 2) (Fin 2) A :=
  ![1, !![0, 1; 1, 0], !![0, -(Complex.I • (1 : A)); Complex.I • (1 : A), 0], !![1, 0; 0, -1]]
```

`spinFree v` is v·𝟙.

```lean
/-- The spin-free operator: the spatial operator `v` times the identity in spin space. -/
def spinFree (v : A) : Matrix (Fin 2) (Fin 2) A := !![v, 0; 0, v]
```

`spinAverage M` is ⟨M⟩, with the factor 1/4 acting as a complex scalar.

```lean
/-- The spin average `(1/4) ∑ₐ sₐ M sₐ` of a two-component operator `M`. -/
def spinAverage (M : Matrix (Fin 2) (Fin 2) A) : Matrix (Fin 2) (Fin 2) A :=
  (1 / 4 : ℂ) • ∑ a, pauli A a * M * pauli A a
```

The setting is purely algebraic. A carries no adjoint, norm or Hilbert space, so hermiticity, spectra and the domains of unbounded operators are not treated, and operators such as Lₖ qualify only once they are placed in an algebra where all products are defined. There is one spin one-half: four-component Dirac operators and many-electron spin do not occur.

## Squares, the averaging formula and the criterion

`pauli_mul_self` states sₐsₐ = 1. As in most of the proofs below, `ext i j` reduces the matrix identity to entries and `fin_cases` runs through the index values, here sixteen cases.

```lean
/-- Each `sₐ` squares to the identity. -/
theorem pauli_mul_self (a : Fin 4) : pauli A a * pauli A a = 1 := by
  ext i j
  simp only [Matrix.mul_apply, Fin.sum_univ_two]
  fin_cases a <;> fin_cases i <;> fin_cases j <;> simp [pauli, smul_smul]
```

`Commute X Y` means X Y = Y X. The next lemma is the comparison of v z with z v.

```lean
/-- A spin-free operator commutes with every `sₐ`. -/
theorem spinFree_commute_pauli (v : A) (a : Fin 4) : Commute (spinFree v) (pauli A a) := by
  show spinFree v * pauli A a = pauli A a * spinFree v
  ext i j
  simp only [Matrix.mul_apply, Fin.sum_univ_two]
  fin_cases a <;> fin_cases i <;> fin_cases j <;> simp [pauli, spinFree]
```

`spinAverage_eq` is the formula ⟨M⟩ = ((M₀₀ + M₁₁)/2)·𝟙, for every M and with no hypothesis beyond those on A. The `simp` calls produce the entries of the four products, and `module` adds them as complex linear combinations of α, β, γ, δ.

```lean
/-- The spin average of `M` is the mean of its two diagonal blocks times the identity in
spin space. -/
theorem spinAverage_eq (M : Matrix (Fin 2) (Fin 2) A) :
    spinAverage M = spinFree ((1 / 2 : ℂ) • (M 0 0 + M 1 1)) := by
  ext i j
  simp only [spinAverage, Fin.sum_univ_four, Matrix.smul_apply, Matrix.add_apply,
    Matrix.mul_apply, Fin.sum_univ_two]
  -- off-diagonal blocks cancel in pairs, diagonal blocks appear twice each
  fin_cases i <;> fin_cases j <;> simp [pauli, spinFree, smul_smul] <;>
    module
```

In `spinAverage_eq_self_iff` the forward direction replaces M by its average, which is spin-free, and applies `spinFree_commute_pauli`. In the backward direction `hterm` is the chain sₐ M sₐ = M sₐ sₐ = M, and `module` evaluates (1/4)(M + M + M + M).

```lean
/-- The spin average reproduces `M` exactly when `M` commutes with every `sₐ`. -/
theorem spinAverage_eq_self_iff (M : Matrix (Fin 2) (Fin 2) A) :
    spinAverage M = M ↔ ∀ a, Commute M (pauli A a) := by
  constructor
  · intro h a
    -- `M` is then spin-free
    rw [← h, spinAverage_eq]
    exact spinFree_commute_pauli _ a
  · intro h
    -- each of the four terms equals `M`
    have hterm : ∀ a, pauli A a * M * pauli A a = M := by
      intro a
      rw [← (h a).eq, mul_assoc, pauli_mul_self, mul_one]
    simp only [spinAverage, hterm, Fin.sum_univ_four]
    module
```

The version with two commutators proves s₂ = i s₁s₃ as `hs`. Then `h1.mul_right h3` gives commutation with the product s₁s₃, and `smul_right` attaches the factor i.

```lean
/-- The spin average reproduces `M` exactly when `M` commutes with `s₁` and `s₃`. -/
theorem spinAverage_eq_self_iff_two (M : Matrix (Fin 2) (Fin 2) A) :
    spinAverage M = M ↔ Commute M (pauli A 1) ∧ Commute M (pauli A 3) := by
  rw [spinAverage_eq_self_iff]
  constructor
  · intro h
    exact ⟨h 1, h 3⟩
  · rintro ⟨h1, h3⟩
    -- `s₂ = i s₁ s₃`
    have hs : pauli A 2 = Complex.I • (pauli A 1 * pauli A 3) := by
      ext i j
      simp only [Matrix.smul_apply, Matrix.mul_apply, Fin.sum_univ_two]
      fin_cases i <;> fin_cases j <;> simp [pauli]
    have h2 : Commute M (pauli A 2) := by
      rw [hs]
      exact (h1.mul_right h3).smul_right Complex.I
    intro a
    fin_cases a
    · exact Commute.one_right M
    · exact h1
    · exact h2
    · exact h3
```

## Expansion, spin-dependent terms and basis invariance

In `pauli_expansion`, `trace` is the spin trace with values in A, not a trace over the spatial degrees of freedom. After the entries are expanded, `match_scalars` compares the complex coefficients of α, β, γ, δ. The off-diagonal entries c₁ ∓ i c₂ are where i·i = −1, the lemma `Complex.I_mul_I`, has a role.

```lean
/-- Every two-component operator expands as `M = ∑ₐ sₐ cₐ` with spatial coefficients
`cₐ = tr(sₐ M)/2`, the trace being over spin. -/
theorem pauli_expansion (M : Matrix (Fin 2) (Fin 2) A) :
    M = ∑ a, pauli A a * spinFree ((1 / 2 : ℂ) • trace (pauli A a * M)) := by
  ext i j
  simp only [Fin.sum_univ_four, Matrix.add_apply, Matrix.mul_apply, Matrix.trace_fin_two,
    Fin.sum_univ_two]
  fin_cases i <;> fin_cases j <;> simp [pauli, spinFree, smul_smul] <;>
    match_scalars <;>
    first
      | ring1
      | linear_combination (1 / 2 : ℂ) * Complex.I_mul_I
      | linear_combination (-1 / 2 : ℂ) * Complex.I_mul_I
```

`spinAverage_pauli_sum` takes any family `w : Fin 4 → A`. The averaging formula reduces it to ((w₀ + w₃) + (w₀ − w₃))/2 = w₀.

```lean
/-- The spin average of `w₀ + s₁ w₁ + s₂ w₂ + s₃ w₃` with spatial operators `wₐ` is the
spin-free operator `w₀`. -/
theorem spinAverage_pauli_sum (w : Fin 4 → A) :
    spinAverage (∑ a, pauli A a * spinFree (w a)) = spinFree (w 0) := by
  rw [spinAverage_eq]
  refine congrArg spinFree ?_
  simp only [Fin.sum_univ_four, Matrix.add_apply, Matrix.mul_apply, Fin.sum_univ_two]
  -- `s₁, s₂, s₃` are traceless
  simp [pauli, spinFree]
  module
```

In `spinAverage_conj`, `U.map (algebraMap ℂ A)` is U with its complex entries read as multiples of the unit of A. The hypothesis `V * U = 1` makes V the inverse of U; a unitary spin rotation is the case V = U†, but unitarity is not required. The equations `h00` to `h11` are the four entries of V U = 1, and they fix the coefficients of the four entries of M in tr(U M V)/2: 1/2 on the diagonal and 0 off it.

```lean
/-- The spin average is unchanged under `M ↦ U M V` for complex 2 by 2 spin matrices with
`V U = 1`. -/
theorem spinAverage_conj (U V : Matrix (Fin 2) (Fin 2) ℂ) (h : V * U = 1)
    (M : Matrix (Fin 2) (Fin 2) A) :
    spinAverage (U.map (algebraMap ℂ A) * M * V.map (algebraMap ℂ A)) = spinAverage M := by
  have h00 : V 0 0 * U 0 0 + V 0 1 * U 1 0 = 1 := by
    simpa [Matrix.mul_apply, Fin.sum_univ_two] using congrFun (congrFun h 0) 0
  have h01 : V 0 0 * U 0 1 + V 0 1 * U 1 1 = 0 := by
    simpa [Matrix.mul_apply, Fin.sum_univ_two] using congrFun (congrFun h 0) 1
  have h10 : V 1 0 * U 0 0 + V 1 1 * U 1 0 = 0 := by
    simpa [Matrix.mul_apply, Fin.sum_univ_two] using congrFun (congrFun h 1) 0
  have h11 : V 1 0 * U 0 1 + V 1 1 * U 1 1 = 1 := by
    simpa [Matrix.mul_apply, Fin.sum_univ_two] using congrFun (congrFun h 1) 1
  rw [spinAverage_eq, spinAverage_eq]
  refine congrArg spinFree ?_
  -- complex entries are central in `A`, so the spin trace is cyclic here
  simp only [Matrix.mul_apply, Fin.sum_univ_two, Matrix.map_apply,
    Algebra.algebraMap_eq_smul_one, smul_mul_assoc, mul_smul_comm, one_mul, mul_one]
  match_scalars <;>
    first
      | linear_combination (1 / 2 : ℂ) * h00
      | linear_combination (1 / 2 : ℂ) * h01
      | linear_combination (1 / 2 : ℂ) * h10
      | linear_combination (1 / 2 : ℂ) * h11

end

end PauliSpinAveraging
```

```lean
#print axioms PauliSpinAveraging.spinAverage_eq
#print axioms PauliSpinAveraging.spinAverage_eq_self_iff_two
#print axioms PauliSpinAveraging.spinAverage_pauli_sum
#print axioms PauliSpinAveraging.spinAverage_conj
```

```
'PauliSpinAveraging.spinAverage_eq' depends on axioms: [propext, Classical.choice, Quot.sound]
'PauliSpinAveraging.spinAverage_eq_self_iff_two' depends on axioms: [propext, Classical.choice, Quot.sound]
'PauliSpinAveraging.spinAverage_pauli_sum' depends on axioms: [propext, Classical.choice, Quot.sound]
'PauliSpinAveraging.spinAverage_conj' depends on axioms: [propext, Classical.choice, Quot.sound]
```

## One commutator, a wrong inverse, a position-dependent rotation

The three examples that follow are direct computations and do not appear among the theorems above.

One commutator is not enough for ⟨M⟩ = M. With A = ℂ, the matrix M = s₃ commutes with s₃, yet its trace vanishes and ⟨M⟩ = 0 ≠ M.

Without V U = 1 the invariance fails. With A = ℂ, U = 2s₀, V = s₀ and M = s₀, one finds ⟨U M V⟩ = 2s₀ and ⟨M⟩ = s₀.

It can also fail when U and V have entries in A that are not central. Let A be the linear operators on smooth functions of a coordinate x, let p = −i d/dx, and let u be multiplication by exp(iκx) with a real κ ≠ 0, so that u p u⁻¹ = p − κ and u⁻¹ p u = p + κ. For the position-dependent spin rotation U = (u 0; 0 u⁻¹), with V = (u⁻¹ 0; 0 u) and M = p²·𝟙, the relation V U = 1 holds, but the diagonal entries of U M V are (p − κ)² and (p + κ)², so

⟨U M V⟩ = (p² + κ²)·𝟙 ≠ p²·𝟙 = ⟨M⟩.
